# For an electronic weight $r^{2g}e^{-2Zr}$ with $Z>0$ and $g>1/2$, a uniformly magnetized nucleus of small radius $R$ lowers the hyperfine integral in proportion to $R^{2g-1}$

When a nucleus is treated as a uniformly magnetized sphere instead of a point dipole, the hyperfine coupling changes. This correction, computed at one nuclear radius $R_1$, can be carried over to another radius $R_2$ with the same nuclear charge and magnetic moment by multiplying it by $(R_2/R_1)^{2g-1}$. This leading-order rule holds for small radii in a one-electron model whose radial weight is $r^{2g}e^{-2Zr}$, where $r$ is the distance from the nucleus, $Z$ the nuclear charge and $g$ the exponent that sets the behaviour near the nucleus. The theorems below supply the power, its coefficient and the sign of the correction.

```lean
import Mathlib

open MeasureTheory Set Filter Topology

namespace HyperfineMagnetization

noncomputable section
```

All quantities are real numbers, in atomic units.

## The electron and the two nuclei

```lean
/-- Radial electronic weight `r^(2g) exp(-2Zr)` entering the hyperfine integral, for `r > 0`. -/
def weight (Z g r : ℝ) : ℝ := r ^ (2 * g) * Real.exp (-(2 * Z * r))
```

This is $w(r)=r^{2g}e^{-2Zr}$. For the Dirac 1s state in the field of a point charge, the product of the large and small radial functions, each multiplied by $r$, has this form up to a constant factor, with $g=\sqrt{1-(Z\alpha)^2}$ and $\alpha$ the fine-structure constant. The file leaves $g$ and $Z$ independent; $g=1$ is the nonrelativistic value.

```lean
/-- Radial factor `1/r²` of the vector potential of a point magnetic dipole of unit moment, for
`r > 0`. -/
def pointPotential (r : ℝ) : ℝ := 1 / r ^ 2
```

The vector potential of a point dipole circles the dipole axis. For unit moment its magnitude is $\sin\theta/r^2$, up to a constant set by the units, where $\theta$ is the angle from the axis. Only the radial factor $1/r^2$ is kept here, and "potential" below means this radial factor.

```lean
/-- Radial factor of the vector potential of a uniformly magnetized sphere of radius `R > 0` and
unit moment, for `r > 0`: `r/R³` inside and `1/r²` outside. -/
def spherePotential (R r : ℝ) : ℝ := if r ≤ R then r / R ^ 3 else 1 / r ^ 2
```

If the same moment is spread uniformly over a sphere of radius $R$, the potential is $r/R^3$ inside and still $1/r^2$ outside. The two expressions agree at $r=R$.

```lean
/-- Hyperfine coupling, up to a constant prefactor, of the electron to a nucleus with radial factor
`a` in its vector potential. -/
def coupling (Z g : ℝ) (a : ℝ → ℝ) : ℝ := ∫ r in Ioi (0 : ℝ), weight Z g r * a r
```

The coupling to a nucleus with potential $a$ is $C[a]=\int_0^\infty w(r)\,a(r)\,dr$. In Lean, `Ioi (0 : ℝ)` is the open half-line $r>0$, and `a : ℝ → ℝ` says that the potential is a function passed as an argument. The constant prefactor and the normalization of the electronic state are left out; both cancel in a relative change of the coupling.

```lean
/-- The integral `d(R)` over `0 < r < R` of the weight times `1/r² - r/R³`, for `R > 0`. -/
def deficit (Z g R : ℝ) : ℝ :=
  ∫ r in (0 : ℝ)..R, weight Z g r * (1 / r ^ 2 - r / R ^ 3)
```

The loss is $d(R)=\int_0^R w(r)\left(\frac1{r^2}-\frac r{R^3}\right)dr$. At this point it is only a definition. That it equals the difference of two couplings is proved further down.

```lean
/-- The power-law part `r^(2g-2) - r^(2g+1)/R³` of the integrand of `d(R)`,
for `r > 0` and `R > 0`. -/
def powerPart (g R r : ℝ) : ℝ := r ^ (2 * g - 2) - r ^ (2 * g + 1) / R ^ 3
```

This names the integrand without its exponential: $p(r)=r^{2g-2}-r^{2g+1}/R^3$.

## The integral without the exponential

```lean
/-- At `r > 0` the integrand of `d(R)` is its power-law part times `exp(-2Zr)`. -/
theorem integrand_eq (Z g R : ℝ) {r : ℝ} (hr : 0 < r) :
    weight Z g r * (1 / r ^ 2 - r / R ^ 3)
      = powerPart g R r * Real.exp (-(2 * Z * r)) := by
  have h1 : r ^ (2 * g - 2) = r ^ (2 * g) / r ^ 2 := by
    rw [Real.rpow_sub hr, Real.rpow_two]
  have h2 : r ^ (2 * g + 1) = r ^ (2 * g) * r := by
    rw [Real.rpow_add hr, Real.rpow_one]
  unfold weight powerPart
  rw [h1, h2]
  ring
```

For $r>0$, multiplying out gives
$$w(r)\left(\frac1{r^2}-\frac r{R^3}\right)=p(r)\,e^{-2Zr}.$$
The hypothesis `hr` says $r>0$, which allows real exponents to be split, as in $r^{2g-2}=r^{2g}/r^2$. The steps `h1` and `h2` do the splitting, and `ring` finishes the algebra.

```lean
/-- For `g > 1/2` the power-law part is nonnegative throughout the nucleus, `0 ≤ r ≤ R`. -/
theorem powerPart_nonneg {g R r : ℝ} (hg : 1 / 2 < g) (hR : 0 < R) (h0 : 0 ≤ r)
    (hr : r ≤ R) : 0 ≤ powerPart g R r := by
  rcases h0.eq_or_lt with rfl | h
  · unfold powerPart
    rw [Real.zero_rpow (show 0 < 2 * g + 1 by linarith).ne', zero_div, sub_zero]
    exact Real.rpow_nonneg le_rfl _
  · have h3 : r ^ (2 * g + 1) = r ^ (2 * g - 2) * r ^ 3 := by
      rw [← Real.rpow_natCast r 3, ← Real.rpow_add h]
      congr 1
      push_cast
      ring
    have h4 : r ^ 3 / R ^ 3 ≤ 1 := by
      rw [div_le_one (by positivity)]
      gcongr
    have e : powerPart g R r = r ^ (2 * g - 2) * (1 - r ^ 3 / R ^ 3) := by
      unfold powerPart
      rw [h3]
      ring
    rw [e]
    exact mul_nonneg (Real.rpow_nonneg h.le _) (by linarith)
```

Inside the nucleus $p$ is never negative, because
$$p(r)=r^{2g-2}\left(1-\frac{r^3}{R^3}\right),\qquad 0<r\le R.$$
The proof establishes this factorization as `e` and the bound $r^3/R^3\le1$ as `h4`. The point $r=0$ is treated separately: Lean gives $0^{2g-2}$ a nonnegative value even for a negative exponent, and a single point does not affect the integral.

```lean
/-- For `g > 1/2` and `R > 0` the power-law part is integrable over the nucleus, and its integral
is `3 R^(2g-1) / ((2g-1)(2g+2))`. -/
theorem integral_powerPart {g R : ℝ} (hg : 1 / 2 < g) (hR : 0 < R) :
    IntervalIntegrable (powerPart g R) volume 0 R ∧
    ∫ r in (0 : ℝ)..R, powerPart g R r
      = 3 / ((2 * g - 1) * (2 * g + 2)) * R ^ (2 * g - 1) := by
  have h1 : IntervalIntegrable (fun r : ℝ => r ^ (2 * g - 2)) volume 0 R :=
    intervalIntegral.intervalIntegrable_rpow' (by linarith)
  have h2 : IntervalIntegrable (fun r : ℝ => r ^ (2 * g + 1)) volume 0 R :=
    intervalIntegral.intervalIntegrable_rpow' (by linarith)
  refine ⟨h1.sub (h2.div_const (R ^ 3)), ?_⟩
  have i1 : ∫ r in (0 : ℝ)..R, r ^ (2 * g - 2) = R ^ (2 * g - 1) / (2 * g - 1) := by
    rw [integral_rpow (Or.inl (by linarith : (-1 : ℝ) < 2 * g - 2)),
      show 2 * g - 2 + 1 = 2 * g - 1 by ring,
      Real.zero_rpow (show 0 < 2 * g - 1 by linarith).ne', sub_zero]
  have i2 : ∫ r in (0 : ℝ)..R, r ^ (2 * g + 1)
      = R ^ (2 * g - 1) * R ^ 3 / (2 * g - 1 + 3) := by
    rw [integral_rpow (Or.inl (by linarith : (-1 : ℝ) < 2 * g + 1)),
      show 2 * g + 1 + 1 = 2 * g - 1 + 3 by ring,
      Real.zero_rpow (show 0 < 2 * g - 1 + 3 by linarith).ne', sub_zero,
      Real.rpow_add hR]
    norm_cast
  have key : ∀ a y c : ℝ, a ≠ 0 → a + 3 ≠ 0 → c ≠ 0 →
      y / a - y * c / (a + 3) / c = 3 / (a * (a + 3)) * y := by
    intro a y c ha hb hc
    field_simp
    ring
  simp only [powerPart]
  rw [intervalIntegral.integral_sub h1 (h2.div_const (R ^ 3)),
    intervalIntegral.integral_div, i1, i2, show 2 * g + 2 = 2 * g - 1 + 3 by ring]
  exact key _ _ _ (show 0 < 2 * g - 1 by linarith).ne'
    (show 0 < 2 * g - 1 + 3 by linarith).ne' (pow_pos hR 3).ne'
```

The symbol `∧` means "and": $p$ is integrable on $[0,R]$, and its integral has the stated value. By hand,
$$\int_0^R p\,dr=\frac{R^{2g-1}}{2g-1}-\frac{R^{2g+2}}{(2g+2)R^3}=K R^{2g-1},\qquad K=\frac{3}{(2g-1)(2g+2)}.$$
The condition $g>1/2$ makes $r^{2g-2}$ integrable at the origin; physically, it keeps the coupling to a point dipole finite. The steps `i1` and `i2` are the two elementary integrals, and `key` combines the fractions.

One possible error is to remove the $1/r^2$ potential inside the sphere and forget the $r/R^3$ that replaces it. Only the first term then survives, and the coefficient becomes $1/(2g-1)$, too large by the factor $(2g+2)/3$. The power of $R$ is still right, so a check of the scaling alone does not reveal the error.

## Putting the exponential back

```lean
/-- For `Z > 0`, `g > 1/2` and `R > 0`, `d(R)` lies between `exp(-2ZR)` times
`3 R^(2g-1) / ((2g-1)(2g+2))` and that power law itself. -/
theorem deficit_bounds {Z g R : ℝ} (hZ : 0 < Z) (hg : 1 / 2 < g) (hR : 0 < R) :
    Real.exp (-(2 * Z * R)) * (3 / ((2 * g - 1) * (2 * g + 2)) * R ^ (2 * g - 1))
        ≤ deficit Z g R ∧
    deficit Z g R ≤ 3 / ((2 * g - 1) * (2 * g + 2)) * R ^ (2 * g - 1) := by
  obtain ⟨hp, hI⟩ := integral_powerPart hg hR
  have hpe : IntervalIntegrable
      (fun r => powerPart g R r * Real.exp (-(2 * Z * r))) volume 0 R :=
    hp.mul_continuousOn (by fun_prop)
  have hd : deficit Z g R
      = ∫ r in (0 : ℝ)..R, powerPart g R r * Real.exp (-(2 * Z * r)) := by
    refine intervalIntegral.integral_congr_ae (Eventually.of_forall fun r hr => ?_)
    rw [uIoc_of_le hR.le] at hr
    exact integrand_eq Z g R hr.1
  rw [hd, ← hI]
  constructor
  · -- inside the nucleus the exponential is at least its value at the surface
    rw [← intervalIntegral.integral_const_mul]
    refine intervalIntegral.integral_mono_on hR.le (hp.const_mul _) hpe fun r hr => ?_
    have h1 := mul_le_mul_of_nonneg_left hr.2 hZ.le
    have h2 : Real.exp (-(2 * Z * R)) ≤ Real.exp (-(2 * Z * r)) :=
      Real.exp_le_exp.mpr (by linarith)
    exact (mul_comm _ _).trans_le
      (mul_le_mul_of_nonneg_left h2 (powerPart_nonneg hg hR hr.1 hr.2))
  · -- and at most one
    refine intervalIntegral.integral_mono_on hR.le hpe hp fun r hr => ?_
    have h1 := mul_nonneg hZ.le hr.1
    exact mul_le_of_le_one_right (powerPart_nonneg hg hR hr.1 hr.2)
      (Real.exp_le_one_iff.mpr (by linarith))
```

For $0\le r\le R$ we have $e^{-2ZR}\le e^{-2Zr}\le1$. Multiplying by $p(r)\ge0$ and integrating gives
$$e^{-2ZR}K R^{2g-1}\le d(R)\le K R^{2g-1}.$$
In the proof, `hd` rewrites $d(R)$ with the integrand $p(r)e^{-2Zr}$. The lemma `integral_mono_on`, which integrates a pointwise inequality, is then used once for each bound. The result holds at every $R>0$, so the pure power law overestimates the loss by at most the factor $e^{2ZR}$.

```lean
/-- For `Z > 0`, `g > 1/2` and `R > 0`, `d(R)` is exactly the coupling to a point dipole minus
the coupling to a uniformly magnetized sphere of radius `R`. -/
theorem coupling_sub_eq_deficit {Z g R : ℝ} (hZ : 0 < Z) (hg : 1 / 2 < g) (hR : 0 < R) :
    coupling Z g pointPotential - coupling Z g (spherePotential R) = deficit Z g R := by
  have hpt : IntegrableOn (fun r => weight Z g r * pointPotential r) (Ioi 0) := by
    have h := integrableOn_rpow_mul_exp_neg_mul_rpow (s := 2 * g - 2) (p := 1) (b := 2 * Z)
      (by linarith) (by norm_num) (by linarith)
    refine h.congr_fun (fun r hr => ?_) measurableSet_Ioi
    have h1 : r ^ (2 * g - 2) = r ^ (2 * g) / r ^ 2 := by
      rw [Real.rpow_sub hr, Real.rpow_two]
    simp only [weight, pointPotential, Real.rpow_one]
    rw [h1, neg_mul]
    ring
  have hd : IntegrableOn (fun r => weight Z g r * (1 / r ^ 2 - r / R ^ 3)) (Ioc 0 R) := by
    have h : IntervalIntegrable
        (fun r => powerPart g R r * Real.exp (-(2 * Z * r))) volume 0 R :=
      (integral_powerPart hg hR).1.mul_continuousOn (by fun_prop)
    exact h.1.congr_fun (fun r hr => (integrand_eq Z g R hr.1).symm) measurableSet_Ioc
  have hind : IntegrableOn
      ((Iic R).indicator fun r => weight Z g r * (1 / r ^ 2 - r / R ^ 3)) (Ioi 0) := by
    rw [IntegrableOn, integrable_indicator_iff measurableSet_Iic, IntegrableOn,
      Measure.restrict_restrict measurableSet_Iic, inter_comm, Ioi_inter_Iic]
    exact hd
  -- the two potentials differ only inside the sphere
  have hs : ∫ r in Ioi (0 : ℝ), weight Z g r * spherePotential R r
      = ∫ r in Ioi (0 : ℝ), (weight Z g r * pointPotential r -
        (Iic R).indicator (fun r => weight Z g r * (1 / r ^ 2 - r / R ^ 3)) r) := by
    refine setIntegral_congr_fun measurableSet_Ioi fun r _ => ?_
    by_cases h : r ≤ R
    · simp only [spherePotential, pointPotential, indicator_apply, mem_Iic, if_pos h]
      ring
    · simp only [spherePotential, pointPotential, indicator_apply, mem_Iic, if_neg h, sub_zero]
  unfold coupling deficit
  rw [hs, integral_sub hpt hind, setIntegral_indicator measurableSet_Iic, Ioi_inter_Iic,
    intervalIntegral.integral_of_le hR.le]
  exact sub_sub_cancel _ _
```

Write $C_{\mathrm{pt}}$ for the coupling to the point dipole and $C_R$ for the coupling to the sphere. Their potentials differ by $1/r^2-r/R^3$ for $r\le R$ and by nothing outside, so
$$C_{\mathrm{pt}}-C_R=d(R).$$
Subtracting under the integral sign requires convergent integrals. The step `hpt` shows that the point-dipole integral converges, at the origin because $g>1/2$ and at infinity because $Z>0$. The step `hind` does the same for the difference, written with an `indicator`, a function that is switched off outside the sphere. The step `hs` expresses the sphere's integrand as the point-dipole integrand minus this difference, and `integral_sub` splits the integral.

## Small radii

```lean
/-- For `Z > 0` and `g > 1/2`, `d(R)/R^(2g-1)` tends to `3/((2g-1)(2g+2))` as the nuclear
radius `R` shrinks to zero. -/
theorem deficit_scaling {Z g : ℝ} (hZ : 0 < Z) (hg : 1 / 2 < g) :
    Tendsto (fun R => deficit Z g R / R ^ (2 * g - 1)) (𝓝[>] 0)
      (𝓝 (3 / ((2 * g - 1) * (2 * g + 2)))) := by
  have hc : Continuous fun R : ℝ =>
      Real.exp (-(2 * Z * R)) * (3 / ((2 * g - 1) * (2 * g + 2))) :=
    (by fun_prop : Continuous fun R : ℝ => Real.exp (-(2 * Z * R))).mul continuous_const
  have hlow := (hc.tendsto 0).mono_left (nhdsWithin_le_nhds (s := Ioi 0))
  simp only [mul_zero, neg_zero, Real.exp_zero, one_mul] at hlow
  refine tendsto_of_tendsto_of_tendsto_of_le_of_le' hlow tendsto_const_nhds ?_ ?_
  · filter_upwards [self_mem_nhdsWithin] with R hR
    rw [le_div_iff₀ (Real.rpow_pos_of_pos hR _), mul_assoc]
    exact (deficit_bounds hZ hg hR).1
  · filter_upwards [self_mem_nhdsWithin] with R hR
    rw [div_le_iff₀ (Real.rpow_pos_of_pos hR _)]
    exact (deficit_bounds hZ hg hR).2
```

`Tendsto` expresses a limit, and `𝓝[>] 0` means that $R$ approaches zero through positive values. Dividing the bounds by $R^{2g-1}>0$ gives
$$e^{-2ZR}K\le\frac{d(R)}{R^{2g-1}}\le K.$$
The left side tends to $K$, which is `hlow`, so the ratio in the middle does too. The long lemma name beginning `tendsto_of_tendsto_of_tendsto` is the squeeze theorem, and the two `filter_upwards` blocks supply its inequalities.

```lean
/-- For `Z > 0` and `g > 1/2`, a uniformly magnetized nucleus of any radius `R > 0` couples more
weakly than a point dipole, and the loss divided by `R^(2g-1)` tends to `3/((2g-1)(2g+2))`
as `R` tends to zero. -/
theorem finite_magnetization_lowers_coupling {Z g : ℝ} (hZ : 0 < Z) (hg : 1 / 2 < g) :
    (∀ R, 0 < R → coupling Z g (spherePotential R) < coupling Z g pointPotential) ∧
    Tendsto (fun R => (coupling Z g pointPotential - coupling Z g (spherePotential R))
      / R ^ (2 * g - 1)) (𝓝[>] 0) (𝓝 (3 / ((2 * g - 1) * (2 * g + 2)))) := by
  constructor
  · intro R hR
    have hc : 0 < 3 / ((2 * g - 1) * (2 * g + 2)) :=
      div_pos (by norm_num) (mul_pos (by linarith) (by linarith))
    have hpos := (mul_pos (Real.exp_pos (-(2 * Z * R)))
      (mul_pos hc (Real.rpow_pos_of_pos hR (2 * g - 1)))).trans_le (deficit_bounds hZ hg hR).1
    rw [← coupling_sub_eq_deficit hZ hg hR] at hpos
    exact sub_pos.mp hpos
  · refine (deficit_scaling hZ hg).congr' ?_
    filter_upwards [self_mem_nhdsWithin] with R hR
    rw [coupling_sub_eq_deficit hZ hg hR]
```

This states the result in terms of the couplings themselves. For every $R>0$, $C_R<C_{\mathrm{pt}}$ strictly, and
$$\lim_{R\to0^+}\frac{C_{\mathrm{pt}}-C_R}{R^{2g-1}}=K.$$
The strict inequality follows from the lower bound on $d(R)$, which is a product of positive factors. The limit is the previous theorem with $d(R)$ replaced by the difference of couplings.

For a value free of normalization, divide by the textbook integral $C_{\mathrm{pt}}=\Gamma(2g-1)/(2Z)^{2g-1}$, a step taken here by hand and absent from the file. The relative loss is then, to leading order,
$$\frac{C_{\mathrm{pt}}-C_R}{C_{\mathrm{pt}}}\approx\frac{3\,(2ZR)^{2g-1}}{(2g+2)\,\Gamma(2g)},$$
which becomes $\tfrac32 ZR$ at $g=1$.

```lean
/-- For `Z > 0` and `1/2 < g < 1`, the ratio `d(R)/R` grows without bound as the nuclear radius
`R` shrinks to zero. -/
theorem deficit_infinite_slope {Z g : ℝ} (hZ : 0 < Z) (hg : 1 / 2 < g) (hg1 : g < 1) :
    Tendsto (fun R => deficit Z g R / R) (𝓝[>] 0) atTop := by
  have hc : 0 < 3 / ((2 * g - 1) * (2 * g + 2)) :=
    div_pos (by norm_num) (mul_pos (by linarith) (by linarith))
  have h0 : Tendsto (fun R : ℝ => R ^ (2 - 2 * g)) (𝓝[>] 0) (𝓝[>] 0) := by
    refine tendsto_nhdsWithin_iff.2 ⟨?_, ?_⟩
    · have h := (Real.continuousAt_rpow_const 0 (2 - 2 * g) (Or.inr (by linarith))).tendsto
      rw [Real.zero_rpow (show 0 < 2 - 2 * g by linarith).ne'] at h
      exact h.mono_left nhdsWithin_le_nhds
    · filter_upwards [self_mem_nhdsWithin] with R hR
      exact Real.rpow_pos_of_pos hR _
  have hinv : Tendsto (fun R : ℝ => (R ^ (2 - 2 * g))⁻¹) (𝓝[>] 0) atTop :=
    tendsto_inv_nhdsGT_zero.comp h0
  -- the finite limit times a divergent power of the radius
  refine ((deficit_scaling hZ hg).pos_mul_atTop hc hinv).congr' ?_
  filter_upwards [self_mem_nhdsWithin] with R hR
  have e : R ^ (2 * g - 1) * R ^ (2 - 2 * g) = R := by
    rw [← Real.rpow_add hR, show 2 * g - 1 + (2 - 2 * g) = 1 by ring, Real.rpow_one]
  rw [← div_eq_mul_inv, div_div, e]

end

end HyperfineMagnetization
```

The extra hypothesis `hg1` restricts $g$ to values below the nonrelativistic value $1$. Writing
$$\frac{d(R)}{R}=\frac{d(R)}{R^{2g-1}}\cdot\frac{1}{R^{2-2g}},$$
the first factor tends to $K>0$ and the second grows without bound, so the product does as well; `atTop` is Lean's $+\infty$. The steps `h0` and `hinv` handle the second factor, and `pos_mul_atTop` multiplies the two limits. Since $d(R)$ itself tends to zero, its graph starts at $R=0$ with infinite slope, and the loss has no Taylor expansion in $R$ there. At $g=1$ the slope is finite, $K=3/4$.

The model keeps the electronic weight fixed while $R$ varies. It therefore describes the spread of the magnetization only; a nuclear charge of finite extent would change the weight near the origin, a case that the theorems do not cover. Magnetization profiles other than the uniform sphere and many-electron effects are likewise left out.

```lean
#print axioms HyperfineMagnetization.finite_magnetization_lowers_coupling
#print axioms HyperfineMagnetization.deficit_infinite_slope
```

```
'HyperfineMagnetization.finite_magnetization_lowers_coupling' depends on axioms: [propext, Classical.choice, Quot.sound]
'HyperfineMagnetization.deficit_infinite_slope' depends on axioms: [propext, Classical.choice, Quot.sound]
```
